# A Weyl node moves but does not gap when the perturbation's Lipschitz constant is below 1/‖V⁻¹‖

**Q:** Let me start with a case I can solve at sight. Momentum k lives in ℝ³, σ is the vector of Pauli matrices, b is a fixed vector, and 0 ≤ s < 1. The unperturbed Weyl Hamiltonian is k·σ, and I add (b − sk)·σ:

H(k) = ((1 − s)k + b)·σ

The bands touch where the vector in front of σ vanishes, which is at k = −b/(1 − s). The constant b displaces the node, and the slope s softens the cone. At s = 1 the cone is flat, and any b ≠ 0 opens a gap. How much of this survives for a general perturbation?

**A:** A single node survives, with a bound on its displacement, if the slope is replaced by a Lipschitz constant and that constant is small enough. Let V be an invertible real 3×3 matrix, a = ‖V⁻¹‖ its inverse's operator norm, and p: ℝ³ → ℝ³ a map with ‖p(k) − p(q)‖ ≤ c‖k − q‖ for all k and q. Write

D(k) = Vk + p(k), H(k) = D(k)·σ

If ac < 1, then H(k) is singular at exactly one k, and that k satisfies

‖k‖ ≤ a‖p(0)‖/(1 − ac)

Your example has a = 1, c = s and p(0) = b, and it attains the bound.

**Q:** What does ac < 1 mean physically?

**A:** The unperturbed energies are ±‖Vk‖, and ‖Vk‖ ≥ ‖k‖/a, so 1/a is the slope of the cone in its slowest direction. The condition says that the perturbation varies with momentum more slowly than that. It does not limit the size of p(0): a large constant p moves the node far away but leaves it gapless.

**Q:** Singular means zero determinant. I care about a band touching.

**A:** For this matrix they coincide. With components d₀, d₁, d₂ of a vector d,

det(d·σ − E) = (d₂ − E)(−d₂ − E) − (d₀ − i d₁)(d₀ + i d₁)
= E² − d₂² − d₀² − d₁²
= E² − ‖d‖²

The band energies are therefore ±‖d‖. Setting E = 0 shows that the determinant vanishes exactly when d = 0, and then both bands sit at zero.

**Q:** Now the uniqueness and the bound, by hand.

**A:** Both come from one inequality. For two momenta k and q,

V(k − q) = [D(k) − D(q)] − [p(k) − p(q)]

Apply V⁻¹, take norms, and use the triangle inequality and the Lipschitz condition:

‖k − q‖ ≤ a‖D(k) − D(q)‖ + ac‖k − q‖

Moving the last term to the left gives

(1 − ac)‖k − q‖ ≤ a‖D(k) − D(q)‖

If k and q are both nodes, the right side is zero, and since 1 − ac > 0 they are equal. If k is a node and q = 0, then D(k) = 0 and D(0) = p(0), so (1 − ac)‖k‖ ≤ a‖p(0)‖. Dividing gives the displacement bound.

**Q:** That assumes a node exists.

**A:** Existence is a fixed-point argument. D(k) = 0 is equivalent to k = T(k) with T(k) = −V⁻¹p(k), and

‖T(x) − T(y)‖ ≤ a‖p(x) − p(y)‖ ≤ ac‖x − y‖

Start at x₀ = 0 and iterate xₙ₊₁ = T(xₙ). Successive steps satisfy ‖xₙ₊₁ − xₙ‖ ≤ (ac)ⁿ‖x₁ − x₀‖, so the sequence is Cauchy. Its limit is a fixed point because T is continuous.

**Q:** Then show me that the formal version is about the same objects.

**A:** Momentum space is `EuclideanSpace ℝ (Fin 3)`, so the norm is the usual Euclidean length and the components are numbered 0, 1, 2.

In Lean 4 with Mathlib:

```lean
import Mathlib

open scoped NNReal

namespace WeylNodeStability

noncomputable section

/-- Three-dimensional momentum space with its Euclidean norm. -/
abbrev Momentum := EuclideanSpace ℝ (Fin 3)
```

The matrix d·σ is written out entry by entry, in the standard convention where σ_z is diagonal. Components 0, 1, 2 multiply σ_x, σ_y, σ_z.

```lean
/-- The two-band matrix `d · σ` built from a real three-vector `d` and the Pauli matrices. -/
def pauliDot (d : Momentum) : Matrix (Fin 2) (Fin 2) ℂ :=
  !![(d 2 : ℂ), (d 0 : ℂ) - Complex.I * (d 1 : ℂ);
     (d 0 : ℂ) + Complex.I * (d 1 : ℂ), -(d 2 : ℂ)]
```

The Hamiltonian takes V as `Momentum ≃L[ℝ] Momentum`, a linear map with a continuous linear inverse. In coordinates that is an invertible real 3×3 matrix. It may be anisotropic and of either chirality. The perturbation `p` is an arbitrary function at this point; the Lipschitz condition enters later as a hypothesis.

```lean
/-- The Weyl Hamiltonian `(V k + p(k)) · σ` with invertible velocity map `V` and a
momentum-dependent perturbation `p`. -/
def weylHamiltonian (V : Momentum ≃L[ℝ] Momentum) (p : Momentum → Momentum)
    (k : Momentum) : Matrix (Fin 2) (Fin 2) ℂ :=
  pauliDot (V k + p k)
```

The number a is `invNorm V`, the operator norm of `V.symm`, which is V⁻¹.

```lean
/-- The operator norm of the inverse velocity map `V⁻¹`. -/
def invNorm (V : Momentum ≃L[ℝ] Momentum) : ℝ :=
  ‖(V.symm : Momentum →L[ℝ] Momentum)‖
```

**Q:** What physics does this model leave out?

**A:** It is a non-interacting two-band model on all of ℝ³, with no Brillouin zone. The condition ac < 1 rules out a second node, so the stability theorem does not cover two nodes of opposite chirality meeting and annihilating. There is also no term proportional to the identity matrix. Such a term would shift both bands equally, so they would still touch where D(k) = 0, but generally at nonzero energy, and a zero determinant would no longer identify the touching point. Finally, the Lipschitz bound is assumed for all momenta and is not derived from a microscopic perturbation.

**Q:** People usually defend Weyl nodes by their topological charge. Where is it?

**A:** It is not used. The topological argument follows a Chern number on a surface around the node; this one compares slopes. In return it locates the node: within this two-band continuum model of a semimetal, it gives a ball around the old node that contains the displaced one.

**Q:** Fine. Take me through the proof, beginning with the determinant.

**A:** The first lemma is the 2×2 computation above. `hn` expands ‖d‖² into squares of components, `Matrix.det_fin_two` expands the determinant, and the closing `linear_combination` supplies i² = −1, multiplied by d₁².

```lean
/-- The characteristic determinant of `d · σ` at a real energy `E` is `E² - ‖d‖²`. -/
theorem det_pauliDot_sub (d : Momentum) (E : ℝ) :
    (pauliDot d - (E : ℂ) • (1 : Matrix (Fin 2) (Fin 2) ℂ)).det
      = ((E ^ 2 - ‖d‖ ^ 2 : ℝ) : ℂ) := by
  have hn : ‖d‖ ^ 2 = d 0 ^ 2 + d 1 ^ 2 + d 2 ^ 2 := by
    rw [EuclideanSpace.norm_sq_eq, Fin.sum_univ_three]
    simp only [Real.norm_eq_abs, sq_abs]
  rw [hn, Matrix.det_fin_two]
  simp [pauliDot]
  linear_combination (d 1 : ℂ) ^ 2 * Complex.I_sq
```

Next, E² = ‖d‖² is turned into |E| = ‖d‖. The energy `E` is real, as it should be for a Hermitian matrix.

```lean
/-- A real number `E` is a band energy of `d · σ` exactly when `|E| = ‖d‖`. -/
theorem band_energy_iff (d : Momentum) (E : ℝ) :
    (pauliDot d - (E : ℂ) • (1 : Matrix (Fin 2) (Fin 2) ℂ)).det = 0 ↔ |E| = ‖d‖ := by
  rw [det_pauliDot_sub, Complex.ofReal_eq_zero, sub_eq_zero, sq_eq_sq_iff_abs_eq_abs,
    abs_norm]
```

Setting E = 0 gives the criterion for singularity.

```lean
/-- The matrix `d · σ` is singular exactly when the vector `d` vanishes. -/
theorem singular_iff (d : Momentum) : (pauliDot d).det = 0 ↔ d = 0 := by
  have h := band_energy_iff d 0
  rw [Complex.ofReal_zero, zero_smul, sub_zero, abs_zero, eq_comm (a := (0 : ℝ)),
    norm_eq_zero] at h
  exact h
```

**Q:** And the inequality for two momenta?

**A:** It is `momentum_separation`. The step `h1` rewrites the difference as V(k − q) and applies the operator-norm bound for V⁻¹. Then `h2` is the triangle inequality, `h3` is the Lipschitz condition, and `h4` multiplies their combination by a. `nlinarith` collects the terms. The lemma does not need ac < 1; without that condition it is true but gives no control over the separation.

```lean
/-- For a perturbation with Lipschitz constant `c`, the separation of two momenta, times
`1 - ‖V⁻¹‖ c`, is at most `‖V⁻¹‖` times the separation of their vectors `V k + p(k)`. -/
theorem momentum_separation (V : Momentum ≃L[ℝ] Momentum) {p : Momentum → Momentum}
    {c : ℝ≥0} (hp : LipschitzWith c p) (k q : Momentum) :
    (1 - invNorm V * c) * ‖k - q‖ ≤ invNorm V * ‖(V k + p k) - (V q + p q)‖ := by
  have ha : 0 ≤ invNorm V := norm_nonneg _
  -- undo the velocity map on the unperturbed part of the difference
  have h1 : ‖k - q‖ ≤ invNorm V * ‖((V k + p k) - (V q + p q)) - (p k - p q)‖ := by
    have e : ((V k + p k) - (V q + p q)) - (p k - p q) = V (k - q) := by
      rw [map_sub]
      abel
    have h := (V.symm : Momentum →L[ℝ] Momentum).le_opNorm (V (k - q))
    have e' : (V.symm : Momentum →L[ℝ] Momentum) (V (k - q)) = k - q :=
      V.symm_apply_apply (k - q)
    rw [e'] at h
    rw [e]
    exact h
  -- the perturbation changes by at most `c` times the separation
  have h2 := norm_sub_le ((V k + p k) - (V q + p q)) (p k - p q)
  have h3 : ‖p k - p q‖ ≤ c * ‖k - q‖ := by
    have h := hp.dist_le_mul k q
    rwa [dist_eq_norm, dist_eq_norm] at h
  have h4 := mul_le_mul_of_nonneg_left (h2.trans (add_le_add le_rfl h3)) ha
  nlinarith [h1, h4]
```

**Q:** Does the existence proof carry out the iteration?

**A:** No, it calls Mathlib's contraction theorem. `hT` shows that k ↦ −V⁻¹p(k) is a contraction with constant ac: the first bullet is ac < 1, the second the estimate for T. `hT.fixedPoint` then supplies the fixed point, and applying V to the fixed-point equation gives −p(k) = Vk, which is D(k) = 0.

```lean
/-- If `‖V⁻¹‖ c < 1`, where `c` is a Lipschitz constant of `p`, the vector `V k + p(k)`
vanishes at some momentum. -/
theorem exists_node (V : Momentum ≃L[ℝ] Momentum) {p : Momentum → Momentum}
    {c : ℝ≥0} (hp : LipschitzWith c p) (hac : invNorm V * c < 1) :
    ∃ k, V k + p k = 0 := by
  -- a node is a fixed point of the contraction `k ↦ -V⁻¹ p(k)`
  have hT : ContractingWith (‖(V.symm : Momentum →L[ℝ] Momentum)‖₊ * c)
      (fun k => -V.symm (p k)) := by
    refine ⟨?_, LipschitzWith.of_dist_le_mul fun x y => ?_⟩
    · rw [← NNReal.coe_lt_coe]
      exact hac
    · change dist (-V.symm (p x)) (-V.symm (p y)) ≤ invNorm V * c * dist x y
      have h1 : ‖V.symm (p x - p y)‖ ≤ invNorm V * ‖p x - p y‖ :=
        (V.symm : Momentum →L[ℝ] Momentum).le_opNorm (p x - p y)
      have h2 := hp.dist_le_mul x y
      rw [dist_eq_norm (p x)] at h2
      have h3 := mul_le_mul_of_nonneg_left h2 (show 0 ≤ invNorm V from norm_nonneg _)
      rw [dist_neg_neg, dist_eq_norm (V.symm (p x)), ← map_sub, mul_assoc]
      exact h1.trans h3
  have hk : -V.symm (p (hT.fixedPoint _)) = hT.fixedPoint _ := hT.fixedPoint_isFixedPt
  refine ⟨hT.fixedPoint _, ?_⟩
  have h := congrArg V hk
  rw [map_neg, V.apply_symm_apply] at h
  rw [← h, neg_add_cancel]
```

**Q:** So the main theorem only has to assemble these.

**A:** Yes. Its hypotheses are `LipschitzWith c p`, with `c` a nonnegative real, and `invNorm V * c < 1`. Its conclusion has two parts. The first, with `∃!`, says that exactly one momentum makes the determinant zero. The second says that any such momentum obeys the displacement bound, so the bound applies to that one node.

In the proof, `exists_node` provides `k₀`, which names a momentum and not a component. Uniqueness applies `momentum_separation` to another node `k` and `k₀`; the bound applies it to the node and the origin.

```lean
/-- Stability of a Weyl node: if `p` has Lipschitz constant `c` and `‖V⁻¹‖ c < 1`, then
`(V k + p(k)) · σ` is singular at exactly one momentum, which lies within
`‖V⁻¹‖ ‖p(0)‖ / (1 - ‖V⁻¹‖ c)` of the origin. -/
theorem weyl_node_stable (V : Momentum ≃L[ℝ] Momentum) {p : Momentum → Momentum}
    {c : ℝ≥0} (hp : LipschitzWith c p) (hac : invNorm V * c < 1) :
    (∃! k, (weylHamiltonian V p k).det = 0) ∧
      ∀ k, (weylHamiltonian V p k).det = 0 →
        ‖k‖ ≤ invNorm V * ‖p 0‖ / (1 - invNorm V * c) := by
  have hpos : 0 < 1 - invNorm V * c := sub_pos.mpr hac
  constructor
  · obtain ⟨k₀, hk₀⟩ := exists_node V hp hac
    refine ⟨k₀, (singular_iff _).mpr hk₀, fun k hk => ?_⟩
    -- two nodes have zero separation
    have hk' : V k + p k = 0 := (singular_iff _).mp hk
    have h := momentum_separation V hp k k₀
    rw [hk', hk₀, sub_zero, norm_zero, mul_zero] at h
    have h0 : ‖k - k₀‖ ≤ 0 := by
      by_contra hn
      exact absurd h (not_le_of_gt (mul_pos hpos (not_le.mp hn)))
    exact sub_eq_zero.mp (norm_le_zero_iff.mp h0)
  · intro k hk
    -- compare the node with the origin, where the vector equals `p(0)`
    have hk' : V k + p k = 0 := (singular_iff _).mp hk
    have h := momentum_separation V hp k 0
    rw [hk', map_zero, zero_add, zero_sub, norm_neg, sub_zero] at h
    rw [le_div_iff₀ hpos, mul_comm]
    exact h
```

**Q:** A touching point need not be a Weyl cone. Could the perturbation turn it into a quadratic touching?

**A:** Not under this hypothesis. Let k₀ be the node and E a band energy at k, so |E| = ‖D(k)‖. The two-momentum inequality with q = k₀ gives

(1 − ac)‖k − k₀‖ ≤ a|E|

For the other side, subtract D(k₀) = 0:

D(k) = V(k − k₀) + p(k) − p(k₀)

|E| ≤ (‖V‖ + c)‖k − k₀‖

When ac < 1, |E| therefore lies between two positive multiples of the distance to the node. That is conical in the sense of two-sided linear bounds. It does not make p differentiable, so the perturbed node need not have a well-defined velocity matrix.

The theorem keeps a on the right of the lower bound and does not assume ac < 1, but only then does the lower bound say anything useful. Its proof replaces |E| by ‖D(k)‖ with `band_energy_iff`, then follows the two estimates in order.

```lean
/-- Bounds on the dispersion, which make it conical when `‖V⁻¹‖ c < 1` (otherwise the first bound is
trivial): for `p` with Lipschitz constant `c` and a node `k₀`, every band energy `E` at momentum `k`
obeys `(1 - ‖V⁻¹‖ c) ‖k - k₀‖ ≤ ‖V⁻¹‖ |E|` and `|E| ≤ (‖V‖ + c) ‖k - k₀‖`. -/
theorem conical_dispersion (V : Momentum ≃L[ℝ] Momentum) {p : Momentum → Momentum}
    {c : ℝ≥0} (hp : LipschitzWith c p) {k₀ k : Momentum} {E : ℝ}
    (hk₀ : (weylHamiltonian V p k₀).det = 0)
    (hE : (weylHamiltonian V p k - (E : ℂ) • (1 : Matrix (Fin 2) (Fin 2) ℂ)).det = 0) :
    (1 - invNorm V * c) * ‖k - k₀‖ ≤ invNorm V * |E| ∧
      |E| ≤ (‖(V : Momentum →L[ℝ] Momentum)‖ + c) * ‖k - k₀‖ := by
  have h0 : V k₀ + p k₀ = 0 := (singular_iff _).mp hk₀
  have hE' : |E| = ‖V k + p k‖ := (band_energy_iff _ E).mp hE
  rw [hE']
  constructor
  · have h := momentum_separation V hp k k₀
    rwa [h0, sub_zero] at h
  · have e : V k + p k = V (k - k₀) + (p k - p k₀) := by
      calc V k + p k = (V k + p k) - (V k₀ + p k₀) := by rw [h0, sub_zero]
        _ = V (k - k₀) + (p k - p k₀) := by
          rw [map_sub]
          abel
    have h1 : ‖V (k - k₀)‖ ≤ ‖(V : Momentum →L[ℝ] Momentum)‖ * ‖k - k₀‖ :=
      (V : Momentum →L[ℝ] Momentum).le_opNorm (k - k₀)
    have h2 := hp.dist_le_mul k k₀
    rw [dist_eq_norm, dist_eq_norm] at h2
    rw [e, add_mul]
    exact (norm_add_le _ _).trans (add_le_add h1 h2)
```

**Q:** Last doubt: could ac < 1 be weakened to ac ≤ 1?

**A:** No, and your first example shows it at s = 1. Take V = 1 and p(k) = b − k with b ≠ 0. Then

‖p(x) − p(y)‖ = ‖x − y‖

so c = 1 is a Lipschitz constant, a = 1, and ac = 1. But D(k) = k + b − k = b for every k. The bands are flat at ±‖b‖, with a gap of 2‖b‖ and no node anywhere.

The theorem states these facts as three conjuncts: the Lipschitz property, the product equal to 1, and a nonzero determinant at every momentum. `ContinuousLinearEquiv.refl ℝ Momentum` is the identity V = 1. For the last conjunct, a zero determinant would force k + (b − k) = 0 by `singular_iff`, hence b = 0, against the hypothesis `hb`.

```lean
/-- Sharpness: for `V = 1` and `p(k) = b - k` with `b ≠ 0`, the perturbation has Lipschitz
constant `1`, the product `‖V⁻¹‖ · 1` equals `1`, and the Hamiltonian is nowhere singular. -/
theorem gapped_at_threshold (b : Momentum) (hb : b ≠ 0) :
    LipschitzWith 1 (fun k : Momentum => b - k) ∧
      invNorm (ContinuousLinearEquiv.refl ℝ Momentum) * ((1 : ℝ≥0) : ℝ) = 1 ∧
      ∀ k, (weylHamiltonian (ContinuousLinearEquiv.refl ℝ Momentum)
        (fun k => b - k) k).det ≠ 0 := by
  have : Nontrivial Momentum := ⟨b, 0, hb⟩
  refine ⟨LipschitzWith.of_dist_le_mul fun x y => ?_, ?_, fun k hk => hb ?_⟩
  · change dist (b - x) (b - y) ≤ _
    rw [dist_eq_norm, dist_eq_norm, sub_sub_sub_cancel_left, norm_sub_rev]
    simp
  · have h : invNorm (ContinuousLinearEquiv.refl ℝ Momentum) = 1 :=
      ContinuousLinearMap.norm_id (𝕜 := ℝ) (E := Momentum)
    rw [h, NNReal.coe_one, mul_one]
  · -- the perturbation cancels the dispersion and leaves the constant vector `b`
    have h : k + (b - k) = 0 := (singular_iff _).mp hk
    rwa [add_sub_cancel] at h

end

end WeylNodeStability
```

```lean
#print axioms WeylNodeStability.weyl_node_stable
#print axioms WeylNodeStability.conical_dispersion
#print axioms WeylNodeStability.gapped_at_threshold
```

```
'WeylNodeStability.weyl_node_stable' depends on axioms: [propext, Classical.choice, Quot.sound]
'WeylNodeStability.conical_dispersion' depends on axioms: [propext, Classical.choice, Quot.sound]
'WeylNodeStability.gapped_at_threshold' depends on axioms: [propext, Classical.choice, Quot.sound]
```
